# Pairs of anticommuting real matrices that square to −1 exist exactly in dimensions divisible by four

If real $n\times n$ matrices $J$ and $K$ satisfy

$$J^2=-1,\qquad K^2=-1,\qquad JK=-KJ,$$

then $4$ divides $n$, and for every $n$ divisible by $4$ such a pair exists. If a real-linear operator $H$ on a finite-dimensional space commutes with such a $J$ and $K$, the eigenspace of each real eigenvalue of $H$ has real dimension $4m$ with $m>0$.

The second statement is Kramers degeneracy counted in real dimensions. A complex state space is also a real space of twice the dimension, on which multiplication by the imaginary unit is a real-linear map $J$ with $J^2=-1$. Time reversal $K$ is antilinear, which means $K(\mathrm{i}v)=-\mathrm{i}Kv$, or $KJ=-JK$. The condition $K^2=-1$ holds for an odd number of electrons; here it is assumed, not derived from the electron count. A real dimension of $4m$ is a complex dimension of $2m$, so each level has even degeneracy.

## Quaternions acting on the state space

Put $L=JK$. The three relations fix all products of $J$, $K$ and $L$:

$$
\begin{aligned}
KJ&=-L, & JL&=JJK=-K, & LJ&=JKJ=-JJK=K,\\
KL&=KJK=-JKK=J, & LK&=JKK=-J, & L^2&=JKJK=-JJKK=-1.
\end{aligned}
$$

This is the multiplication table of the quaternion units $\mathrm i,\mathrm j,\mathrm k$. A quaternion $q=a+b\,\mathrm i+c\,\mathrm j+d\,\mathrm k$ with real $a,b,c,d$ can therefore act on a vector $v$ by

$$q\cdot v=av+bJv+cKv+dJKv,$$

and $(pq)\cdot v=p\cdot(q\cdot v)$ for all quaternions $p$ and $q$.

Every $q\neq0$ has an inverse, $q^{-1}=(a-b\,\mathrm i-c\,\mathrm j-d\,\mathrm k)/(a^2+b^2+c^2+d^2)$. Suppose that a subspace $W$ is preserved by $J$ and $K$, and that $u$ lies outside $W$. If $q\cdot u\in W$ with $q\neq0$, then $u=q^{-1}\cdot(q\cdot u)\in W$, a contradiction. So no nontrivial real combination of $u,Ju,Ku,JKu$ lies in $W$, and adding these four vectors to $W$ raises its dimension by exactly four. The enlarged subspace is again preserved by $J$ and $K$. Starting from $W=0$ and repeating until a finite-dimensional space is exhausted, we find that its real dimension is $4m$, where $m$ is the number of steps. If the space is nonzero, $m>0$.

## From the whole space to an eigenspace

Let $HJ=JH$, $HK=KH$ and $Hx=Ex$ with $E$ real. Then

$$H(Jx)=J(Hx)=E\,Jx,\qquad H(Kx)=K(Hx)=E\,Kx.$$

Thus $J$ and $K$ preserve the eigenspace, where they still satisfy the three relations. The eigenspace is nonzero because $E$ is an eigenvalue, so the previous count gives it real dimension $4m$ with $m>0$.

For a one-electron Hamiltonian with spin–orbit coupling that commutes with time reversal, represented in a finite basis closed under time reversal, this is the even degeneracy of the spinor levels. The absence of an external magnetic field is not enough: in a spin-polarised mean-field calculation the exchange field also breaks time-reversal symmetry.

## Spin one-half and its copies

For the converse, take two complex amplitudes $\psi_\uparrow=x_1+\mathrm ix_2$ and $\psi_\downarrow=x_3+\mathrm ix_4$. Multiplication by $\mathrm i$ and the spin-half time reversal $(\psi_\uparrow,\psi_\downarrow)\mapsto(-\psi_\downarrow^*,\psi_\uparrow^*)$ become

$$J_4x=(-x_2,x_1,-x_4,x_3),\qquad K_4x=(-x_3,x_4,x_1,-x_2).$$

Applying each map twice gives $-x$, and

$$J_4K_4x=(-x_4,-x_3,x_2,x_1)=-K_4J_4x.$$

For $n=4m$, use $J_4\otimes 1_m$ and $K_4\otimes 1_m$, where $1_m$ is the $m\times m$ identity. Since $(A\otimes1_m)(B\otimes1_m)=AB\otimes1_m$, the relations carry over.

## When time reversal squares to +1

The sign of $K^2$ matters. For $n=2$, take

$$J=\begin{pmatrix}0&-1\\1&0\end{pmatrix},\qquad K=\begin{pmatrix}1&0\\0&-1\end{pmatrix}.$$

Then $J^2=-1$ and $JK=-KJ$, but $K^2=+1$, and $4$ does not divide $2$. This $K$ is complex conjugation of a single amplitude, the time reversal of a spinless particle, and it forces no degeneracy.

With $J$ alone, the same argument runs over the complex numbers $a+b\,\mathrm i$ instead of the quaternions. Each step then adds the two vectors $u,Ju$, so a real $n\times n$ matrix with $J^2=-1$ requires $n$ to be even.

## The three relations in Lean

The file opens with Mathlib and the notation for matrices and Kronecker products.

```lean
import Mathlib

open Matrix
open scoped Kronecker

namespace QuaternionicKramers

noncomputable section
```

The relations are stated for two elements of an arbitrary ring.

```lean
/-- The relations between a complex structure `J` and an anticommuting time reversal `K`,
both of which square to minus one. -/
structure IsQuaternionic {A : Type*} [Ring A] (J K : A) : Prop where
  J_sq : J * J = -1
  K_sq : K * K = -1
  anti : J * K = -(K * J)
```

The same predicate thus serves for matrices, with matrix multiplication, and for operators, with composition. In both cases `1` is the identity. No inner product appears: $K$ is not required to be antiunitary, nor $H$ to be Hermitian, and nothing is said about the orthogonality of Kramers partners.

## The quaternion action as a module

The state space `V` is a real vector space, and `Module.End ℝ V` is the ring of its real-linear maps. An antilinear time reversal belongs to this ring because it is linear over the reals.

```lean
section Operators

variable {V : Type*} [AddCommGroup V] [Module ℝ V]

/-- The action of a quaternion on a state, with `J`, `K` and `J K` in the roles of the three
imaginary units. -/
def act (J K : Module.End ℝ V) (q : Quaternion ℝ) (v : V) : V :=
  q.re • v + q.imI • J v + q.imJ • K v + q.imK • J (K v)
```

The fields `re`, `imI`, `imJ` and `imK` are the coefficients $a,b,c,d$, so `act J K q v` is $q\cdot v$. The definition makes sense for any two operators; the relations are first needed for the product rule.

```lean
/-- Acting with a product of quaternions is the same as acting with one after the other. -/
theorem act_mul {J K : Module.End ℝ V} (h : IsQuaternionic J K) (p q : Quaternion ℝ) (v : V) :
    act J K (p * q) v = act J K p (act J K q v) := by
  have hJ : ∀ w, J (J w) = -w := fun w => LinearMap.congr_fun h.J_sq w
  have hK : ∀ w, K (K w) = -w := fun w => LinearMap.congr_fun h.K_sq w
  have hKJ : ∀ w, K (J w) = -J (K w) := fun w => by
    have e : J (K w) = -K (J w) := LinearMap.congr_fun h.anti w
    rw [e, neg_neg]
  -- move every `J` to the left of every `K`, then compare coefficients
  simp [act, hJ, hK, hKJ]
  module
```

The facts `hJ`, `hK` and `hKJ` are the relations applied to a vector, the last in the form $KJw=-JKw$. The call to `simp` expands both sides and uses these facts to bring every word in $J$ and $K$ to one of $v$, $Jv$, $Kv$, $JKv$. This does the work of the multiplication table. The tactic `module` then compares the real coefficients.

```lean
/-- The state space as a module over the quaternions. -/
abbrev quaternionModule {J K : Module.End ℝ V} (h : IsQuaternionic J K) :
    Module (Quaternion ℝ) V where
  smul q v := act J K q v
  one_smul v := by
    change (1 : ℝ) • v + (0 : ℝ) • J v + (0 : ℝ) • K v + (0 : ℝ) • J (K v) = v
    simp
  mul_smul p q v := act_mul h p q v
  smul_zero q := by
    change act J K q 0 = 0
    simp [act]
  smul_add q v w := by
    change act J K q (v + w) = act J K q v + act J K q w
    simp [act]
    module
  add_smul p q v := by
    change act J K (p + q) v = act J K p v + act J K q v
    simp [act]
    module
  zero_smul v := by
    change (0 : ℝ) • v + (0 : ℝ) • J v + (0 : ℝ) • K v + (0 : ℝ) • J (K v) = 0
    simp
```

This collects the module laws over the quaternions. `act_mul` supplies the law for products; the others follow from the linearity of $J$ and $K$ and from the formula for the action.

## Counting real dimensions

In the next theorem `Module.finrank ℝ V` is the real dimension. `FiniteDimensional` makes it finite, and `Nontrivial` says that the space contains a nonzero vector.

```lean
/-- A nonzero finite-dimensional real space carrying a complex structure and an anticommuting time
reversal that squares to minus one has as its dimension a positive multiple of four. -/
theorem finrank_eq_four_mul [FiniteDimensional ℝ V] [Nontrivial V]
    {J K : Module.End ℝ V} (h : IsQuaternionic J K) :
    ∃ m : ℕ, 0 < m ∧ Module.finrank ℝ V = 4 * m := by
  let : Module (Quaternion ℝ) V := quaternionModule h
  have : IsScalarTower ℝ (Quaternion ℝ) V := ⟨fun r q v => by
    change act J K (r • q) v = r • act J K q v
    simp [act]
    module⟩
  -- real dimension = (real dimension of the quaternions) × (quaternionic dimension)
  have hdim := Module.finrank_mul_finrank ℝ (Quaternion ℝ) V
  rw [Quaternion.finrank_eq_four] at hdim
  have hpos : 0 < Module.finrank ℝ V := Module.finrank_pos
  exact ⟨Module.finrank (Quaternion ℝ) V, by omega, hdim.symm⟩
```

The `IsScalarTower` statement says that real scaling agrees with the quaternion action: $(rq)\cdot v=r(q\cdot v)$ for real $r$. Mathlib's `Module.finrank_mul_finrank` then gives

$$\dim_{\mathbb R}\mathbb H\cdot\dim_{\mathbb H}V=\dim_{\mathbb R}V,$$

where $\mathbb H$ denotes the quaternions. It takes the place of the step-by-step enlargement of $W$. The first factor is four, and the witness $m$ is the quaternionic dimension of `V`. It is positive because the real dimension is.

## Degeneracy of a real eigenvalue

The hypotheses `hHJ` and `hHK` say that $H$ commutes with $J$ and $K$. The first makes $H$ complex-linear; the second is time-reversal symmetry, which an external magnetic field generally breaks. The hypothesis `hE` says that the real number `E` is an eigenvalue.

```lean
/-- Kramers degeneracy in real dimensions: if `H` on a finite-dimensional real space commutes with a
complex structure and with an anticommuting time reversal that squares to minus one, the eigenspace
of each real eigenvalue has as its real dimension a positive multiple of four. -/
theorem kramers_degeneracy [FiniteDimensional ℝ V] {J K H : Module.End ℝ V}
    (h : IsQuaternionic J K) (hHJ : H * J = J * H) (hHK : H * K = K * H)
    {E : ℝ} (hE : H.HasEigenvalue E) :
    ∃ m : ℕ, 0 < m ∧ Module.finrank ℝ (H.eigenspace E) = 4 * m := by
  -- an operator commuting with `H` preserves its eigenspaces
  have stable : ∀ T : Module.End ℝ V, H * T = T * H →
      ∀ x ∈ H.eigenspace E, T x ∈ H.eigenspace E := by
    intro T hT x hx
    have hx' : H x = E • x := Module.End.mem_eigenspace_iff.mp hx
    have e : H (T x) = T (H x) := LinearMap.congr_fun hT x
    exact Module.End.mem_eigenspace_iff.mpr (by rw [e, hx', map_smul])
  obtain ⟨v, hv⟩ := hE.exists_hasEigenvector
  have : Nontrivial (H.eigenspace E) :=
    ⟨⟨v, hv.1⟩, 0, fun e => hv.2 (congrArg Subtype.val e)⟩
  let J' : Module.End ℝ (H.eigenspace E) := LinearMap.restrict J (stable J hHJ)
  let K' : Module.End ℝ (H.eigenspace E) := LinearMap.restrict K (stable K hHK)
  have h' : IsQuaternionic J' K' :=
    ⟨LinearMap.ext fun x => Subtype.ext (LinearMap.congr_fun h.J_sq x.1),
      LinearMap.ext fun x => Subtype.ext (LinearMap.congr_fun h.K_sq x.1),
      LinearMap.ext fun x => Subtype.ext (LinearMap.congr_fun h.anti x.1)⟩
  exact finrank_eq_four_mul h'

end Operators
```

The local fact `stable` is the calculation $H(Tx)=T(Hx)=E\,Tx$ for any operator $T$ commuting with $H$. It is used for $J$ and for $K$, and `LinearMap.restrict` turns them into operators `J'` and `K'` on the eigenspace. An eigenvector shows that the eigenspace is nonzero, the three relations are inherited vector by vector, and `finrank_eq_four_mul` finishes the proof.

For a Hermitian $H$ every eigenvalue is real, so the theorem then reaches the whole spectrum. For other operators it is silent about non-real eigenvalues. The theorem counts real dimensions; halving the count to obtain the complex degeneracy is a step made here in prose.

## Divisibility for matrices

For matrices, the rows and columns are labelled by a finite type `n`, and the size of the matrix is `Fintype.card n`.

```lean
/-- If real `n × n` matrices satisfy `J² = K² = -1` and `JK = -KJ`, then four divides `n`. -/
theorem four_dvd_card {n : Type*} [Fintype n] [DecidableEq n] {J K : Matrix n n ℝ}
    (h : IsQuaternionic J K) : 4 ∣ Fintype.card n := by
  rcases isEmpty_or_nonempty n with hn | hn
  · simp
  · have h' : IsQuaternionic (A := Module.End ℝ (n → ℝ)) J.mulVecLin K.mulVecLin := by
      refine ⟨LinearMap.ext fun v => ?_, LinearMap.ext fun v => ?_, LinearMap.ext fun v => ?_⟩
      · change J *ᵥ (J *ᵥ v) = -v
        rw [Matrix.mulVec_mulVec, h.J_sq, Matrix.neg_mulVec, Matrix.one_mulVec]
      · change K *ᵥ (K *ᵥ v) = -v
        rw [Matrix.mulVec_mulVec, h.K_sq, Matrix.neg_mulVec, Matrix.one_mulVec]
      · change J *ᵥ (K *ᵥ v) = -(K *ᵥ (J *ᵥ v))
        rw [Matrix.mulVec_mulVec, Matrix.mulVec_mulVec, h.anti, Matrix.neg_mulVec]
    obtain ⟨m, -, hm⟩ := finrank_eq_four_mul h'
    rw [Module.finrank_fintype_fun_eq_card] at hm
    exact ⟨m, hm⟩
```

If there are no labels, the size is zero, which four divides. Otherwise `mulVecLin` turns each matrix into the operator $v\mapsto Jv$ or $v\mapsto Kv$ on real column vectors. The three bullets under `refine` transfer the relations from matrix products to these operators, and the dimension theorem gives the size as $4m$.

## Explicit pairs in every multiple of four

The two matrices of the spin-half example are entered row by row.

```lean
/-- A complex structure on four real dimensions. -/
def J₄ : Matrix (Fin 4) (Fin 4) ℝ :=
  !![0, -1, 0, 0; 1, 0, 0, 0; 0, 0, 0, -1; 0, 0, 1, 0]

/-- A time reversal on four real dimensions. -/
def K₄ : Matrix (Fin 4) (Fin 4) ℝ :=
  !![0, 0, -1, 0; 0, 0, 0, 1; 1, 0, 0, 0; 0, -1, 0, 0]

/-- The explicit matrices `J₄` and `K₄` square to minus one and anticommute. -/
theorem isQuaternionic_witness : IsQuaternionic J₄ K₄ := by
  constructor <;> ext i j <;> fin_cases i <;> fin_cases j <;>
    simp [J₄, K₄, Matrix.mul_apply, Fin.sum_univ_four]
```

The proof checks each of the sixteen entries of each relation: `fin_cases` runs through the row and column labels, and `simp` evaluates the sums.

```lean
/-- The operator that acts as `A` on each of `m` independent copies of a four-dimensional
real space. -/
def copies (m : ℕ) (A : Matrix (Fin 4) (Fin 4) ℝ) : Matrix (Fin (4 * m)) (Fin (4 * m)) ℝ :=
  (A ⊗ₖ (1 : Matrix (Fin m) (Fin m) ℝ)).submatrix finProdFinEquiv.symm finProdFinEquiv.symm
```

Here `⊗ₖ` is the Kronecker product. Its rows and columns are labelled by pairs $(a,\alpha)$, with $a$ the component and $\alpha$ the copy, and its entries are $A_{ab}\delta_{\alpha\beta}$. The function `finProdFinEquiv` numbers these pairs by a single index, so that the result is an ordinary $4m\times4m$ matrix.

```lean
/-- A complex structure with an anticommuting time reversal squaring to minus one exists on
`n` real dimensions exactly when four divides `n`. -/
theorem exists_isQuaternionic_iff (n : ℕ) :
    (∃ J K : Matrix (Fin n) (Fin n) ℝ, IsQuaternionic J K) ↔ 4 ∣ n := by
  constructor
  · rintro ⟨J, K, h⟩
    simpa using four_dvd_card h
  · rintro ⟨m, rfl⟩
    -- taking copies respects products, signs and the identity
    have hmul : ∀ A B, copies m A * copies m B = copies m (A * B) := fun A B => by
      unfold copies
      rw [Matrix.submatrix_mul_equiv, ← Matrix.mul_kronecker_mul, Matrix.one_mul]
    have hneg : ∀ A, copies m (-A) = -copies m A := fun A => by
      ext i j
      simp [copies, Matrix.kroneckerMap_apply]
    have hone : copies m 1 = 1 := by simp [copies]
    have w := isQuaternionic_witness
    exact ⟨copies m J₄, copies m K₄,
      by rw [hmul, w.J_sq, hneg, hone],
      by rw [hmul, w.K_sq, hneg, hone],
      by rw [hmul, hmul, w.anti, hneg]⟩

end

end QuaternionicKramers
```

The forward direction is `four_dvd_card`. In the other direction `hmul`, `hneg` and `hone` say that taking copies respects products, signs and the identity, so the relations for `J₄` and `K₄` pass to their copies. The case $n=0$ is included: the empty matrices satisfy all three relations.

```lean
#print axioms QuaternionicKramers.kramers_degeneracy
#print axioms QuaternionicKramers.exists_isQuaternionic_iff
```

```
'QuaternionicKramers.kramers_degeneracy' depends on axioms: [propext, Classical.choice, Quot.sound]
'QuaternionicKramers.exists_isQuaternionic_iff' depends on axioms: [propext, Classical.choice, Quot.sound]
```
